# The rotations of trigonal quartz leave two independent constants in a real gyration tensor

Linearly polarised light sent along the optic axis of a quartz crystal emerges with its plane of polarisation turned. In a long-wave expansion this optical activity comes from the part of the dielectric response that is linear in the wavevector, and it can be collected in a gyration tensor G with nine Cartesian entries. How many of them are independent in quartz, and can the gyration vanish in some direction?

The point group of quartz is generated by a 120-degree rotation about z and a 180-degree rotation about x. A real G is invariant under both exactly when G = diag(a, a, b) for real a and b. The hypotheses behind this are taken in turn below.

## G is real and axial

Indices 0, 1, 2 stand for x, y, z, as in Lean. `Mat3` is the type of real 3 by 3 matrices, so G describes a transparent medium at one fixed frequency. It is not assumed symmetric.

```lean
import Mathlib

open Matrix

namespace QuartzGyration

noncomputable section

/-- Real 3 by 3 matrices, the Cartesian form of a gyration tensor. -/
abbrev Mat3 := Matrix (Fin 3) (Fin 3) ℝ
```

The rotations are explicit matrices in the angle θ, and `uniaxial a b` is diag(a, a, b).

```lean
/-- Rotation by the angle `θ` about the z axis. -/
def rotZ (θ : ℝ) : Mat3 :=
  !![Real.cos θ, -Real.sin θ, 0; Real.sin θ, Real.cos θ, 0; 0, 0, 1]

/-- Rotation by the angle `θ` about the x axis. -/
def rotX (θ : ℝ) : Mat3 :=
  !![1, 0, 0; 0, Real.cos θ, -Real.sin θ; 0, Real.sin θ, Real.cos θ]

/-- The matrix `diag(a, a, b)`, with z as the distinguished axis. -/
def uniaxial (a b : ℝ) : Mat3 := !![a, 0, 0; 0, a, 0; 0, 0, b]
```

Gyration changes sign under a mirror, so G is an axial tensor. An orthogonal matrix Q sends it to

det(Q) Q G Qᵀ.

The gyration along a direction n is n·Gn.

```lean
/-- Transformation of an axial second-rank tensor under an orthogonal matrix `Q`. -/
def axialTransform (Q G : Mat3) : Mat3 := Q.det • (Q * G * Qᵀ)

/-- The gyration `n · G n` for light travelling along the unit vector `n`. -/
def gyrationAlong (G : Mat3) (n : Fin 3 → ℝ) : ℝ := n ⬝ᵥ G *ᵥ n
```

Both kinds of rotation have determinant cos²θ + sin²θ = 1, so for them the law reduces to R G Rᵀ. `axialTransform_rotation` proves this by expanding the two determinants.

```lean
/-- For rotations about z and about x the axial law is `G ↦ R G Rᵀ`. -/
theorem axialTransform_rotation (θ : ℝ) (G : Mat3) :
    axialTransform (rotZ θ) G = rotZ θ * G * (rotZ θ)ᵀ ∧
      axialTransform (rotX θ) G = rotX θ * G * (rotX θ)ᵀ := by
  have hz : (rotZ θ).det = 1 := by
    simp [rotZ, Matrix.det_fin_three]
    linarith [Real.sin_sq_add_cos_sq θ]
  have hx : (rotX θ).det = 1 := by
    simp [rotX, Matrix.det_fin_three]
    linarith [Real.sin_sq_add_cos_sq θ]
  simp [axialTransform, hz, hx]
```

The axial sign therefore plays no part until inversion is considered. The proof below uses reality where a vanishing sum of two squares forces both terms to vanish. The form diag(a, a, b) itself carries over to a complex G, as in an absorbing crystal, with complex a and b: the rotations are real, so the real and imaginary parts of G are invariant separately. The threefold axis of quartz is in fact a screw axis, but its fractional translation does not act on a macroscopic tensor, so matrices suffice.

## Q is orthogonal

A symmetry operation preserves lengths, which is the hypothesis QᵀQ = 1. If Q G Qᵀ = G, multiplying on the right by Q gives QG = GQ. Conversely, if QG = GQ, then Q G Qᵀ = G Q Qᵀ = G. The Lean proof takes the same two steps, with `mul_eq_one_comm` turning QᵀQ = 1 into QQᵀ = 1.

```lean
/-- A tensor is unchanged by an orthogonal matrix `Q` exactly when it commutes with `Q`. -/
theorem invariant_iff_commute {Q : Mat3} (hQ : Qᵀ * Q = 1) (G : Mat3) :
    Q * G * Qᵀ = G ↔ Q * G = G * Q := by
  constructor
  · intro h
    calc Q * G = Q * G * (Qᵀ * Q) := by rw [hQ, mul_one]
      _ = Q * G * Qᵀ * Q := by rw [← mul_assoc]
      _ = G * Q := by rw [h]
  · intro h
    rw [h, mul_assoc, mul_eq_one_comm.mp hQ, mul_one]
```

Without orthogonality the equivalence fails: Q = 2·1 commutes with every G, but Q G Qᵀ = 4G.

## The rotation about z has sin θ ≠ 0

This condition says that the rotation is neither trivial nor a half turn. Write C = cos θ and S = sin θ. Comparing entries 00 and 01 of RG = GR gives

C G₀₀ − S G₁₀ = C G₀₀ + S G₀₁
C G₀₁ − S G₁₁ = C G₀₁ − S G₀₀

Hence S(G₀₁ + G₁₀) = 0 and S(G₁₁ − G₀₀) = 0. Dividing by S, G₀₁ = −G₁₀ and G₁₁ = G₀₀.

Entries 02 and 12 give

C G₀₂ − S G₁₂ = G₀₂
S G₀₂ + C G₁₂ = G₁₂

Multiply the second by G₀₂, the first by G₁₂, and subtract:

S(G₀₂² + G₁₂²) = 0.

So G₀₂ = G₁₂ = 0. Entries 20 and 21 read

G₂₀ = C G₂₀ + S G₂₁
G₂₁ = −S G₂₀ + C G₂₁

and the same combination gives S(G₂₀² + G₂₁²) = 0, hence G₂₀ = G₂₁ = 0. With a = G₀₀, b = G₂₂ and c = G₁₀, what remains is

G = [a, −c, 0; c, a, 0; 0, 0, b].

Conversely, every such matrix commutes with R. Its in-plane block is a·1 + cJ with J = [0, −1; 1, 0], the block of R is C·1 + SJ, and the two commute.

In `rotZ_invariant_iff` the six entry equations are `e00` to `e21`. Each use of `mul_left_cancel₀ hθ` is a division by sin θ, and `linear_combination` forms the sums of squares. The converse is checked entry by entry.

```lean
/-- Invariance under a rotation about z with `sin θ ≠ 0` leaves three constants, one of them
an antisymmetric in-plane part. -/
theorem rotZ_invariant_iff {θ : ℝ} (hθ : Real.sin θ ≠ 0) (G : Mat3) :
    rotZ θ * G * (rotZ θ)ᵀ = G ↔ ∃ a b c : ℝ, G = !![a, -c, 0; c, a, 0; 0, 0, b] := by
  have hQ : (rotZ θ)ᵀ * rotZ θ = 1 := by
    ext i j
    fin_cases i <;> fin_cases j <;>
      simp [rotZ, Matrix.mul_apply, Fin.sum_univ_three] <;>
      linarith [Real.sin_sq_add_cos_sq θ]
  rw [invariant_iff_commute hQ]
  constructor
  · intro h
    have e (i j : Fin 3) : (rotZ θ * G) i j = (G * rotZ θ) i j := by rw [h]
    have e00 := e 0 0
    have e01 := e 0 1
    have e02 := e 0 2
    have e12 := e 1 2
    have e20 := e 2 0
    have e21 := e 2 1
    simp [rotZ, Matrix.mul_apply, Fin.sum_univ_three] at e00 e01 e02 e12 e20 e21
    -- the in-plane block
    have h01 : G 0 1 = -G 1 0 := mul_left_cancel₀ hθ (by linarith)
    have h11 : G 1 1 = G 0 0 := mul_left_cancel₀ hθ (by linarith)
    -- the entries coupling z to the plane form vectors fixed by the rotation
    have hcol : G 0 2 ^ 2 + G 1 2 ^ 2 = 0 :=
      mul_left_cancel₀ hθ (by linear_combination G 0 2 * e12 - G 1 2 * e02)
    have hrow : G 2 0 ^ 2 + G 2 1 ^ 2 = 0 :=
      mul_left_cancel₀ hθ (by linear_combination G 2 0 * e21 - G 2 1 * e20)
    have h02 : G 0 2 = 0 := by nlinarith [sq_nonneg (G 0 2), sq_nonneg (G 1 2)]
    have h12 : G 1 2 = 0 := by nlinarith [sq_nonneg (G 0 2), sq_nonneg (G 1 2)]
    have h20 : G 2 0 = 0 := by nlinarith [sq_nonneg (G 2 0), sq_nonneg (G 2 1)]
    have h21 : G 2 1 = 0 := by nlinarith [sq_nonneg (G 2 0), sq_nonneg (G 2 1)]
    refine ⟨G 0 0, G 2 2, G 1 0, ?_⟩
    ext i j
    fin_cases i <;> fin_cases j <;> simp [h01, h11, h02, h12, h20, h21]
  · rintro ⟨a, b, c, rfl⟩
    ext i j
    fin_cases i <;> fin_cases j <;>
      simp [rotZ, Matrix.mul_apply, Fin.sum_univ_three] <;> ring
```

If θ = π, the rotation is a half turn about z. Together with the half turn about x it allows diag(a, a′, b), with three constants.

## There is a half turn about x

This twofold axis, perpendicular to the threefold one, removes c. The half turn is X = diag(1, −1, −1), so

(X G Xᵀ)₀₁ = −G₀₁ = c.

Invariance sets this equal to G₀₁ = −c, hence c = 0. Conversely, diag(a, a, b) is unchanged by X, and it is the case c = 0 of the previous result.

In `dihedral_invariant_iff`, the line beginning `have h` extracts entry 01 and `linarith` concludes that c = 0.

```lean
/-- A gyration matrix is invariant under a rotation about z with `sin θ ≠ 0` and the half turn
about x if and only if it is `diag(a, a, b)`. -/
theorem dihedral_invariant_iff {θ : ℝ} (hθ : Real.sin θ ≠ 0) (G : Mat3) :
    (rotZ θ * G * (rotZ θ)ᵀ = G ∧ rotX Real.pi * G * (rotX Real.pi)ᵀ = G) ↔
      ∃ a b : ℝ, G = uniaxial a b := by
  constructor
  · rintro ⟨hz, hx⟩
    obtain ⟨a, b, c, rfl⟩ := (rotZ_invariant_iff hθ G).mp hz
    -- the half turn reverses the antisymmetric part
    have h := congrFun (congrFun hx 0) 1
    simp [rotX, Matrix.mul_apply, Fin.sum_univ_three] at h
    have hc : c = 0 := by linarith
    exact ⟨a, b, by simp [uniaxial, hc]⟩
  · rintro ⟨a, b, rfl⟩
    refine ⟨(rotZ_invariant_iff hθ _).mpr ⟨a, b, 0, by simp [uniaxial]⟩, ?_⟩
    ext i j
    fin_cases i <;> fin_cases j <;>
      simp [rotX, uniaxial, Matrix.mul_apply, Fin.sum_univ_three]
```

With the threefold axis alone, c would survive as an antisymmetric in-plane part. It contributes nothing to n·Gn, and a convention that makes G symmetric from the start already sets it to zero.

## The angle is 120 degrees

For quartz θ = 2π/3. This lies strictly between 0 and π, so its sine is positive and the general theorem applies.

```lean
/-- Trigonal quartz: invariance under the 120-degree rotation about z and the 180-degree
rotation about x holds if and only if `G = diag(a, a, b)`. -/
theorem quartz_invariant_iff (G : Mat3) :
    (rotZ (2 * Real.pi / 3) * G * (rotZ (2 * Real.pi / 3))ᵀ = G ∧
      rotX Real.pi * G * (rotX Real.pi)ᵀ = G) ↔ ∃ a b : ℝ, G = uniaxial a b :=
  dihedral_invariant_iff (Real.sin_pos_of_pos_of_lt_pi (by positivity)
    (by linarith [Real.pi_pos])).ne' G
```

"Two independent components" means that the invariant matrices form a real vector space of dimension two. `quartzTensors` is that space, defined by the two invariance conditions and not by the answer. Sums and real multiples of invariant matrices are again invariant.

```lean
/-- The real vector space of gyration matrices invariant under the rotations of quartz. -/
def quartzTensors : Submodule ℝ Mat3 where
  carrier := {G | rotZ (2 * Real.pi / 3) * G * (rotZ (2 * Real.pi / 3))ᵀ = G ∧
    rotX Real.pi * G * (rotX Real.pi)ᵀ = G}
  zero_mem' := by simp
  add_mem' := fun hG hH =>
    ⟨by rw [Matrix.mul_add, Matrix.add_mul, hG.1, hH.1],
      by rw [Matrix.mul_add, Matrix.add_mul, hG.2, hH.2]⟩
  smul_mem' := fun r _ hG =>
    ⟨by rw [Matrix.mul_smul, Matrix.smul_mul, hG.1],
      by rw [Matrix.mul_smul, Matrix.smul_mul, hG.2]⟩
```

The map (a, b) ↦ diag(a, a, b) is linear. It is injective, because a and b can be read off from entries 00 and 22, and by the previous theorem its range is the whole invariant space. The dimension is therefore that of ℝ², which is how `finrank_quartzTensors` proceeds.

```lean
/-- The linear map taking the two constants `(a, b)` to `diag(a, a, b)`. -/
def uniaxialMap : ℝ × ℝ →ₗ[ℝ] Mat3 where
  toFun p := uniaxial p.1 p.2
  map_add' p q := by
    ext i j
    fin_cases i <;> fin_cases j <;> simp [uniaxial]
  map_smul' r p := by
    ext i j
    fin_cases i <;> fin_cases j <;> simp [uniaxial]

/-- The gyration tensor of quartz has exactly two independent components. -/
theorem finrank_quartzTensors : Module.finrank ℝ quartzTensors = 2 := by
  have hr : quartzTensors = LinearMap.range uniaxialMap := by
    ext G
    constructor
    · intro h
      obtain ⟨a, b, hG⟩ := (quartz_invariant_iff G).mp h
      exact ⟨(a, b), hG.symm⟩
    · rintro ⟨p, hp⟩
      exact (quartz_invariant_iff G).mpr ⟨p.1, p.2, hp.symm⟩
  have hinj : Function.Injective uniaxialMap := fun p q h =>
    Prod.ext (congrFun (congrFun h 0) 0) (congrFun (congrFun h 2) 2)
  rw [hr, LinearMap.finrank_range_of_inj hinj]
  simp
```

For density functional perturbation theory this gives a symmetry check on a computed gyration tensor, though the theorem takes G as a given real matrix and does not determine a or b. With z along the optic axis, a code should return G₀₀ = G₁₁ and vanishing off-diagonal entries up to numerical error. Averaging R G Rᵀ over the six rotations of the point group replaces G₀₀ and G₁₁ by their mean, keeps G₂₂ and sets the rest to zero. The size of that correction measures how far the computed G departs from the invariant form, for instance because the k-point mesh lacks the symmetry. A zero correction does not prove that the calculation kept the symmetry: if G is symmetric by convention, losing only the twofold axes leaves the form diag(a, a, b) intact.

## The direction n has unit length

The condition n·n = 1 makes n a direction. For G = diag(a, a, b),

n·Gn = a(n₀² + n₁²) + b n₂² = a + (b − a) n₂²,

where the last step uses n₀² + n₁² = 1 − n₂². In the proof this is `linear_combination a * hn`.

```lean
/-- For `G = diag(a, a, b)` the gyration along a unit vector `n` is `a + (b - a) n_z²`. -/
theorem gyrationAlong_uniaxial (a b : ℝ) (n : Fin 3 → ℝ) (hn : n ⬝ᵥ n = 1) :
    gyrationAlong (uniaxial a b) n = a + (b - a) * n 2 ^ 2 := by
  simp only [dotProduct, Fin.sum_univ_three] at hn
  simp [gyrationAlong, uniaxial, dotProduct, Matrix.mulVec, Fin.sum_univ_three]
  linear_combination a * hn
```

A direction of zero gyration exists exactly when ab ≤ 0. Put t = n₂², so that 0 ≤ t ≤ 1. If a(1 − t) + bt = 0, multiplying by a + b and rearranging gives

ab = −(a²(1 − t) + b²t) ≤ 0.

Conversely, let ab ≤ 0. If a = b, then a² ≤ 0, so both constants vanish and the z direction serves. If a ≠ b, take t = a/(a − b). Then

t(a − b)² = a² − ab ≥ 0
(1 − t)(a − b)² = b² − ab ≥ 0

so t lies between 0 and 1, and n = (√(1 − t), 0, √t) is a unit vector with zero gyration. In Lean, `key` is the displayed identity for ab, `h0` and `h1` are the two bounds on t, and `x` and `y` are the x and z components of n.

```lean
/-- For `G = diag(a, a, b)` there is a direction of zero gyration if and only if `a b ≤ 0`. -/
theorem exists_inactive_direction_iff (a b : ℝ) :
    (∃ n : Fin 3 → ℝ, n ⬝ᵥ n = 1 ∧ gyrationAlong (uniaxial a b) n = 0) ↔ a * b ≤ 0 := by
  constructor
  · rintro ⟨n, hn, h⟩
    rw [gyrationAlong_uniaxial a b n hn] at h
    simp only [dotProduct, Fin.sum_univ_three] at hn
    have ht : 0 ≤ 1 - n 2 ^ 2 := by nlinarith [sq_nonneg (n 0), sq_nonneg (n 1)]
    have key : a * b = -(a ^ 2 * (1 - n 2 ^ 2) + b ^ 2 * n 2 ^ 2) := by
      linear_combination (a + b) * h
    have h1 := mul_nonneg (sq_nonneg a) ht
    have h2 := mul_nonneg (sq_nonneg b) (sq_nonneg (n 2))
    linarith
  · intro hab
    by_cases hne : a = b
    · subst hne
      have ha : a = 0 := mul_self_eq_zero.mp (le_antisymm hab (mul_self_nonneg a))
      have hn : (![0, 0, 1] : Fin 3 → ℝ) ⬝ᵥ ![0, 0, 1] = 1 := by
        simp [dotProduct, Fin.sum_univ_three]
      exact ⟨_, hn, by rw [gyrationAlong_uniaxial _ _ _ hn, ha]; ring⟩
    · -- the squared z component must be a / (a - b), which lies between 0 and 1
      have d : a - b ≠ 0 := sub_ne_zero.mpr hne
      have ht : a / (a - b) * (a - b) = a := div_mul_cancel₀ a d
      have hpos : 0 < (a - b) ^ 2 := by positivity
      have h0 : 0 ≤ a / (a - b) := by
        have e : a / (a - b) * (a - b) ^ 2 = a ^ 2 - a * b := by
          linear_combination (a - b) * ht
        exact nonneg_of_mul_nonneg_left (by rw [e]; nlinarith [sq_nonneg a]) hpos
      have h1 : 0 ≤ 1 - a / (a - b) := by
        have e : (1 - a / (a - b)) * (a - b) ^ 2 = b ^ 2 - a * b := by
          linear_combination -(a - b) * ht
        exact nonneg_of_mul_nonneg_left (by rw [e]; nlinarith [sq_nonneg b]) hpos
      obtain ⟨x, hx⟩ : ∃ x : ℝ, x ^ 2 = 1 - a / (a - b) := ⟨_, Real.sq_sqrt h1⟩
      obtain ⟨y, hy⟩ : ∃ y : ℝ, y ^ 2 = a / (a - b) := ⟨_, Real.sq_sqrt h0⟩
      have hn : (![x, 0, y] : Fin 3 → ℝ) ⬝ᵥ ![x, 0, y] = 1 := by
        simp [dotProduct, Fin.sum_univ_three]
        linear_combination hx + hy
      refine ⟨_, hn, ?_⟩
      rw [gyrationAlong_uniaxial _ _ _ hn]
      change a + (b - a) * y ^ 2 = 0
      linear_combination (b - a) * hy - ht
```

Without unit length the question would be empty, since n = 0 always gives zero. Zero gyration along n also does not mean that polarisation is unaffected there: away from the optic axis, birefringence still acts.

## There is no inversion centre

Quartz has no inversion centre, and here the axial sign matters. In three dimensions det(−1) = −1, while (−1)G(−1)ᵀ = G, so inversion sends G to −G. Invariance then means −G = G, that is, G = 0. The proof computes the determinant and compares entries.

```lean
/-- A gyration tensor is invariant under spatial inversion if and only if it vanishes. -/
theorem inversion_invariant_iff (G : Mat3) : axialTransform (-1) G = G ↔ G = 0 := by
  have hd : (-1 : Mat3).det = -1 := by
    rw [Matrix.det_neg, Matrix.det_one, Fintype.card_fin]
    norm_num
  have hG : axialTransform (-1) G = -G := by simp [axialTransform, hd]
  rw [hG]
  constructor
  · intro h
    ext i j
    have hij : -G i j = G i j := congrFun (congrFun h i) j
    change G i j = 0
    linarith
  · rintro rfl
    exact neg_zero

end

end QuartzGyration
```

Were the factor det(Q) left out of a symmetrisation routine, inversion would impose no condition at all, and a centrosymmetric crystal could be assigned a spurious gyration. For the rotations of quartz the omission would go unnoticed.

```lean
#print axioms QuartzGyration.axialTransform_rotation
-- 'QuartzGyration.axialTransform_rotation' depends on axioms: [propext, Classical.choice, Quot.sound]
#print axioms QuartzGyration.finrank_quartzTensors
-- 'QuartzGyration.finrank_quartzTensors' depends on axioms: [propext, Classical.choice, Quot.sound]
#print axioms QuartzGyration.exists_inactive_direction_iff
-- 'QuartzGyration.exists_inactive_direction_iff' depends on axioms: [propext, Classical.choice, Quot.sound]
#print axioms QuartzGyration.inversion_invariant_iff
-- 'QuartzGyration.inversion_invariant_iff' depends on axioms: [propext, Classical.choice, Quot.sound]
```
